# Electronegativity equalisation on $N$ identical sites of hardness $\eta>0$ without Coulomb coupling: a neutral chain with unit spacing has axial polarisability $N(N^2-1)/(12\eta)$

## Sites, charges and the energy

There are finitely many sites $i$, each with a fixed coordinate $x_i$ along the field axis and a real charge $q_i$. The field $F$ is uniform, and all sites share one hardness $\eta$, the curvature of an atom's energy with respect to its own charge. The model is classical and has no Coulomb interaction between sites.

```lean
import Mathlib

open Finset Filter Topology

namespace EqualisationChain

noncomputable section

variable {ι : Type*} [Fintype ι]
```

The type `ι` labels the sites, and $n$ denotes their number. A function `x : ι → ℝ` is the list of numbers $x_i$, and `x i` means $x_i$.

```lean
/-- Dipole moment `∑ qᵢ xᵢ` of charges `q` at positions `x` along the field axis. -/
def dipole (x q : ι → ℝ) : ℝ := ∑ i, q i * x i
```

This is the dipole $p(q)=\sum_i q_i x_i$.

```lean
/-- Energy `∑ η qᵢ²/2 - F ∑ qᵢ xᵢ` of charges with hardness `η` in a uniform field `F`. -/
def energy (η F : ℝ) (x q : ι → ℝ) : ℝ := ∑ i, η * q i ^ 2 / 2 - F * dipole x q
```

This is
$$E(q)=\sum_i \tfrac12\eta q_i^2 - F\,p(q).$$
In Lean the sum sign binds more tightly than the minus, so the field term stands outside the sum and is counted once. With this sign, $F>0$ draws positive charge towards larger $x$. No electronegativity term appears: for identical atoms it is a constant times $\sum_i q_i$.

```lean
/-- The total charge vanishes. -/
def Neutral (q : ι → ℝ) : Prop := ∑ i, q i = 0
```

Neutrality, $\sum_i q_i=0$, expresses conservation of the total charge. It is the only constraint, so charge may move between any two sites, however distant.

```lean
/-- `q` is neutral and has the lowest energy among all neutral charge distributions. -/
def IsGround (η F : ℝ) (x q : ι → ℝ) : Prop :=
  Neutral q ∧ ∀ q', Neutral q' → energy η F x q ≤ energy η F x q'
```

The symbol `∧` is "and", `∀` is "for all", and `→` is "implies". A ground state is a neutral $q$ with $E(q)\le E(q')$ for every neutral $q'$, so it is a global constrained minimum and not merely a stationary point.

```lean
/-- Mean position of the sites. -/
def mean (x : ι → ℝ) : ℝ := (∑ i, x i) / Fintype.card ι
```

The mean position is $\bar x=\frac1n\sum_i x_i$.

```lean
/-- Sum of the squared distances of the sites from their mean position. -/
def spread (x : ι → ℝ) : ℝ := ∑ i, (x i - mean x) ^ 2
```

The spread is $S=\sum_i(x_i-\bar x)^2$, a sum that is not divided by $n$.

```lean
/-- The charges `F (xᵢ - mean) / η`. -/
def eemCharge (η F : ℝ) (x : ι → ℝ) : ι → ℝ := fun i => F * (x i - mean x) / η
```

These are the candidate charges $q^*_i=F(x_i-\bar x)/\eta$. So far this is only a name for a formula.

```lean
/-- Chain of `N` sites at the positions `1, …, N`. -/
def chain (N : ℕ) : Fin N → ℝ := fun i => ((i : ℕ) : ℝ) + 1
```

`Fin N` runs over $i=0,\dots,N-1$, and $x_i=i+1$, which gives the positions $1,\dots,N$ with unit spacing.

```lean
/-- The quantity `N (N² - 1) / (12 η)`. -/
def chainPol (η : ℝ) (N : ℕ) : ℝ := N * ((N : ℝ) ^ 2 - 1) / (12 * η)
```

This names the number $\alpha_N=N(N^2-1)/(12\eta)$. That it is a polarisability is a theorem, `chain_polarisability`.

## The minimiser for arbitrary positions

```lean
/-- Positions measured from their mean sum to zero. -/
theorem sum_centred [Nonempty ι] (x : ι → ℝ) : ∑ i, (x i - mean x) = 0 := by
  have hc : (Fintype.card ι : ℝ) ≠ 0 := by exact_mod_cast Fintype.card_ne_zero
  have h : (Fintype.card ι : ℝ) * mean x = ∑ i, x i := by
    unfold mean
    field_simp
  rw [Finset.sum_sub_distrib, Finset.sum_const, Finset.card_univ, nsmul_eq_mul, h, sub_self]
```

With at least one site (`Nonempty ι`), $\sum_i(x_i-\bar x)=\sum_i x_i-n\bar x=0$. The step `h` establishes $n\bar x=\sum_i x_i$, and the last line splits the sum.

```lean
/-- The dipole of a neutral charge distribution is unchanged when positions are measured
from any origin `c`. -/
theorem dipole_shift (x q : ι → ℝ) (hq : Neutral q) (c : ℝ) :
    dipole x q = ∑ i, q i * (x i - c) := by
  unfold Neutral at hq
  simp only [mul_sub]
  rw [Finset.sum_sub_distrib, ← Finset.sum_mul, hq, zero_mul, sub_zero, dipole]
```

For neutral $q$ and any origin $c$,
$$\sum_i q_i(x_i-c)=\sum_i q_ix_i-c\sum_i q_i=p(q).$$
The rewrite with `hq` sets the total charge to zero.

```lean
/-- For neutral charges the energy is `η/2` times the squared distance from the charges
`F (xᵢ - mean)/η`, minus `F² S / (2η)` with `S` the spread of the positions. -/
theorem energy_complete_square {η : ℝ} (hη : η ≠ 0) (F : ℝ) (x q : ι → ℝ) (hq : Neutral q) :
    energy η F x q
      = η / 2 * ∑ i, (q i - eemCharge η F x i) ^ 2 - F ^ 2 / (2 * η) * spread x := by
  unfold energy spread eemCharge
  rw [dipole_shift x q hq (mean x), Finset.mul_sum, Finset.mul_sum, Finset.mul_sum,
    ← Finset.sum_sub_distrib, ← Finset.sum_sub_distrib]
  -- complete the square site by site
  refine Finset.sum_congr rfl fun i _ => ?_
  field_simp
  ring
```

Write $d_i=x_i-\bar x$. For neutral $q$ the previous result with $c=\bar x$ gives $E(q)=\sum_i\left(\tfrac12\eta q_i^2-Fq_id_i\right)$. At each site,
$$\tfrac12\eta q_i^2-Fq_id_i=\tfrac{\eta}{2}\left(q_i-\frac{Fd_i}{\eta}\right)^2-\frac{F^2d_i^2}{2\eta},$$
and summing over the sites yields
$$E(q)=\frac{\eta}{2}\sum_i(q_i-q_i^*)^2-\frac{F^2S}{2\eta}.$$
Besides neutrality of $q$, the identity needs only $\eta\neq0$, not $\eta>0$. In the code `Finset.sum_congr` reduces the equality of sums to one site, `field_simp` clears the denominators, and `ring` checks the algebra.

```lean
/-- For positive hardness and arbitrary positions, `q` minimises the energy among neutral
distributions exactly when `qᵢ = F (xᵢ - mean)/η`. -/
theorem isGround_iff [Nonempty ι] {η : ℝ} (hη : 0 < η) (F : ℝ) (x q : ι → ℝ) :
    IsGround η F x q ↔ q = eemCharge η F x := by
  have hn : Neutral (eemCharge η F x) := by
    unfold Neutral eemCharge
    rw [← Finset.sum_div, ← Finset.mul_sum, sum_centred, mul_zero, zero_div]
  have h0 : energy η F x (eemCharge η F x) = -(F ^ 2 / (2 * η) * spread x) := by
    rw [energy_complete_square hη.ne' F x _ hn]
    simp
  have hpos : ∀ p : ι → ℝ, 0 ≤ ∑ i, (p i - eemCharge η F x i) ^ 2 :=
    fun p => Finset.sum_nonneg fun i _ => sq_nonneg _
  constructor
  · rintro ⟨hq, hmin⟩
    have h1 := hmin _ hn
    rw [h0, energy_complete_square hη.ne' F x q hq] at h1
    -- the sum of squares must vanish
    have h2 : ∑ i, (q i - eemCharge η F x i) ^ 2 = 0 := by
      refine le_antisymm ?_ (hpos q)
      by_contra hc
      have h5 := mul_pos (half_pos hη) (lt_of_not_ge hc)
      linarith
    funext i
    have h3 := (Finset.sum_eq_zero_iff_of_nonneg fun i _ => sq_nonneg _).1 h2 i (mem_univ i)
    have h4 : q i - eemCharge η F x i = 0 := (pow_eq_zero_iff two_ne_zero).1 h3
    linarith
  · rintro rfl
    refine ⟨hn, fun p hp => ?_⟩
    rw [h0, energy_complete_square hη.ne' F x p hp]
    have := mul_nonneg (half_pos hη).le (hpos p)
    linarith
```

For $\eta>0$, any field and any positions, $q$ is a ground state if and only if (`↔`) $q=q^*$. Positive hardness means that, at zero field, moving charge from one neutral site to another costs energy, and it makes the energy term with the sum of squares non-negative. First, $\sum_i q_i^*=(F/\eta)\sum_i d_i=0$, so $q^*$ is an allowed competitor (`hn`), with $E(q^*)=-F^2S/(2\eta)$ (`h0`). If $q$ is a ground state, then $E(q)\le E(q^*)$ (`h1`), hence $\frac{\eta}{2}\sum_i(q_i-q_i^*)^2\le0$. The sum is non-negative and therefore zero (`h2`), each term vanishes (`h3`), and $q_i=q_i^*$. Conversely, every neutral distribution has energy $E(q^*)$ plus a non-negative term, so $q^*$ is a ground state. The tactic `linarith` closes these linear inequalities.

Completing the square with $x_i$ in place of $d_i$ is also correct algebra, but it points to the charges $Fx_i/\eta$, which for $F\neq0$ are neutral only if $\bar x=0$. Taking them for the answer gives the response $\sum_i x_i^2/\eta$, which changes when the origin is moved. The step `hn` is where this error would be caught.

```lean
/-- The neutral minimiser has dipole `(S/η) F` and energy `-(S/η) F²/2`, with `S` the spread
of the positions. -/
theorem ground_response [Nonempty ι] {η : ℝ} (hη : 0 < η) (F : ℝ) (x q : ι → ℝ)
    (hq : IsGround η F x q) :
    dipole x q = spread x / η * F ∧ energy η F x q = -(spread x / η * F ^ 2 / 2) := by
  have he := (isGround_iff hη F x q).1 hq
  constructor
  · rw [dipole_shift x q hq.1 (mean x), he, spread, Finset.sum_div, Finset.sum_mul]
    refine Finset.sum_congr rfl fun i _ => ?_
    unfold eemCharge
    ring
  · rw [energy_complete_square hη.ne' F x q hq.1, he]
    simp only [sub_self, ne_eq, OfNat.ofNat_ne_zero, not_false_eq_true, zero_pow,
      Finset.sum_const_zero]
    ring
```

For $\eta>0$ and at least one site, the ground state has
$$p=\sum_i q_i^*d_i=\frac{F}{\eta}\sum_i d_i^2=\frac{S}{\eta}F,\qquad E=-\frac12\,\frac{S}{\eta}F^2 .$$
The proof replaces $q$ by $q^*$ (`he`). The dipole follows from `dipole_shift` site by site, and the energy from the completed square, whose first term is now zero.

## The chain at positions $1,\dots,N$

```lean
/-- The chain `1, …, N` has mean position `(N + 1)/2` and spread `N (N² - 1)/12`. -/
theorem chain_moments {N : ℕ} (hN : 0 < N) :
    mean (chain N) = ((N : ℝ) + 1) / 2 ∧ spread (chain N) = N * ((N : ℝ) ^ 2 - 1) / 12 := by
  have h1 : ∀ n : ℕ, ∑ i ∈ range n, ((i : ℝ) + 1) = n * ((n : ℝ) + 1) / 2 := by
    intro n
    induction n with
    | zero => simp
    | succ n ih => rw [Finset.sum_range_succ, ih]; push_cast; ring
  have h2 : ∀ (c : ℝ) (n : ℕ), ∑ i ∈ range n, ((i : ℝ) + 1 - c) ^ 2
      = n * ((n : ℝ) + 1) * (2 * n + 1) / 6 - c * n * (n + 1) + n * c ^ 2 := by
    intro c n
    induction n with
    | zero => simp
    | succ n ih => rw [Finset.sum_range_succ, ih]; push_cast; ring
  have hN' : (N : ℝ) ≠ 0 := by exact_mod_cast hN.ne'
  have hs : ∑ i, chain N i = N * ((N : ℝ) + 1) / 2 :=
    (Fin.sum_univ_eq_sum_range (fun i => (i : ℝ) + 1) N).trans (h1 N)
  have hm : mean (chain N) = ((N : ℝ) + 1) / 2 := by
    rw [mean, hs, Fintype.card_fin, div_eq_iff hN']
    ring
  refine ⟨hm, ?_⟩
  rw [spread, hm]
  refine ((Fin.sum_univ_eq_sum_range
    (fun i => ((i : ℝ) + 1 - ((N : ℝ) + 1) / 2) ^ 2) N).trans (h2 _ N)).trans ?_
  ring
```

For $N\ge1$, $\bar x=(N+1)/2$ and $S=N(N^2-1)/12$. Two sums over $i=0,\dots,n-1$ are proved by induction on an integer $n\ge0$, for any real $c$:
$$\sum_i(i+1)=\frac{n(n+1)}{2},\qquad \sum_i(i+1-c)^2=\frac{n(n+1)(2n+1)}{6}-c\,n(n+1)+nc^2 .$$
These are `h1` and `h2`. Dividing the first by $N$ at $n=N$ gives the mean. Setting $c=(N+1)/2$ in the second gives
$$S=\frac{N(N+1)(2N+1)}{6}-\frac{N(N+1)^2}{4}=\frac{N(N+1)(N-1)}{12}.$$

```lean
/-- On the chain `1, …, N` with hardness `η > 0` the neutral minimiser is unique and equals
`qᵢ = F (xᵢ - (N + 1)/2)/η`, and the derivative of its dipole with respect to the field is
`N (N² - 1)/(12 η)`. -/
theorem chain_polarisability {η : ℝ} (hη : 0 < η) {N : ℕ} (hN : 0 < N) :
    (∀ F q, IsGround η F (chain N) q ↔
      q = fun i => F * (chain N i - ((N : ℝ) + 1) / 2) / η) ∧
    ∀ q : ℝ → Fin N → ℝ, (∀ F, IsGround η F (chain N) (q F)) →
      ∀ F₀, HasDerivAt (fun F => dipole (chain N) (q F)) (chainPol η N) F₀ := by
  have : Nonempty (Fin N) := ⟨⟨0, hN⟩⟩
  obtain ⟨hm, hs⟩ := chain_moments hN
  constructor
  · intro F q
    rw [isGround_iff hη, ← hm]
    exact Iff.rfl
  · intro q hq F₀
    -- the dipole is linear in the field
    have hlin : (fun F => dipole (chain N) (q F)) = fun F => chainPol η N * F := by
      funext F
      rw [(ground_response hη F _ _ (hq F)).1, hs, chainPol]
      ring
    rw [hlin]
    exact ((hasDerivAt_id' F₀).const_mul (chainPol η N)).congr_deriv (mul_one _)
```

The first half says that for $\eta>0$ and $N\ge1$ the ground state is unique and equals $q_i=F\,(x_i-\frac{N+1}{2})/\eta$; it is `isGround_iff` with the mean inserted. The second half takes any family $q(F)$ that is a ground state at every field. `HasDerivAt f a F₀` says that `f` is differentiable at $F_0$ with derivative `a`, so the claim is
$$\left.\frac{d\,p(q(F))}{dF}\right|_{F_0}=\alpha_N\quad\text{for every }F_0 .$$
Smoothness of the family is not assumed, and the first half shows that such a family exists. By `ground_response` the dipole is $SF/\eta=\alpha_NF$ (`hlin`), a linear function whose slope is $\alpha_N$. For $N=1$ neutrality forces $q_0=0$ and $\alpha_1=0$; for $N=2$ the charges are $q_0=-F/(2\eta)$, $q_1=F/(2\eta)$ and $\alpha_2=1/(2\eta)$. The response is linear at every field strength because the energy is exactly quadratic and the charges are unbounded.

## Growth with chain length

The remaining theorems concern the formula `chainPol` and all assume $\eta>0$. They apply to the chain through `chain_polarisability`.

```lean
/-- The value for a chain of `M + N` sites exceeds the sum of the values for `M` and for `N`
sites by `M N (M + N)/(4 η)`, and the excess is strictly positive. -/
theorem chainPol_superadditive {η : ℝ} (hη : 0 < η) {M N : ℕ} (hM : 0 < M) (hN : 0 < N) :
    chainPol η (M + N) - chainPol η M - chainPol η N = M * N * ((M : ℝ) + N) / (4 * η) ∧
    chainPol η M + chainPol η N < chainPol η (M + N) := by
  have h : chainPol η (M + N) - chainPol η M - chainPol η N
      = M * N * ((M : ℝ) + N) / (4 * η) := by
    unfold chainPol
    push_cast
    ring
  have hM' : (0 : ℝ) < M := by exact_mod_cast hM
  have hN' : (0 : ℝ) < N := by exact_mod_cast hN
  have hp : 0 < M * N * ((M : ℝ) + N) / (4 * η) := by positivity
  exact ⟨h, by linarith⟩
```

For chain lengths $M,N\ge1$ the terms linear in the length cancel, and $(M+N)^3-M^3-N^3=3MN(M+N)$, so
$$\alpha_{M+N}-\alpha_M-\alpha_N=\frac{MN(M+N)}{4\eta}>0 .$$
`ring` does the expansion and `positivity` gives the sign. The comparison is between one contiguous chain and two chains that are each neutral separately.

```lean
/-- Cubic growth: `12 η` times `N (N² - 1)/(12 η)`, divided by `N³`, tends to one as the
chain grows. -/
theorem chainPol_cubic {η : ℝ} (hη : 0 < η) :
    Tendsto (fun N : ℕ => 12 * η * chainPol η N / (N : ℝ) ^ 3) atTop (𝓝 1) := by
  have h : Tendsto (fun N : ℕ => (N : ℝ)⁻¹) atTop (𝓝 0) :=
    tendsto_inv_atTop_zero.comp tendsto_natCast_atTop_atTop
  have h2 : Tendsto (fun N : ℕ => 1 - ((N : ℝ)⁻¹) ^ 2) atTop (𝓝 1) := by
    simpa using (h.pow 2).const_sub 1
  refine h2.congr' ?_
  filter_upwards [eventually_gt_atTop 0] with N hN
  have hN' : (N : ℝ) ≠ 0 := by exact_mod_cast hN.ne'
  have hη' := hη.ne'
  unfold chainPol
  field_simp
```

`Tendsto f atTop (𝓝 1)` reads $f(N)\to1$ as $N\to\infty$. For $N\ge1$, $12\eta\,\alpha_N/N^3=1-1/N^2$. The proof takes the limit of the right-hand side (`h2`) and transfers it with `congr'`, which needs the two sequences to agree only from some $N$ onwards.

```lean
/-- The value per site, `N (N² - 1)/(12 η)` divided by `N`, diverges as the chain grows. -/
theorem chainPol_per_site_diverges {η : ℝ} (hη : 0 < η) :
    Tendsto (fun N : ℕ => chainPol η N / N) atTop atTop := by
  have h1 : Tendsto (fun N : ℕ => (N : ℝ) ^ 2) atTop atTop :=
    (tendsto_pow_atTop two_ne_zero).comp tendsto_natCast_atTop_atTop
  have h2 : Tendsto (fun N : ℕ => ((N : ℝ) ^ 2 + -1) / (12 * η)) atTop atTop :=
    Tendsto.atTop_div_const (by positivity) (tendsto_atTop_add_const_right _ (-1) h1)
  refine h2.congr' ?_
  filter_upwards [eventually_gt_atTop 0] with N hN
  have hN' : (N : ℝ) ≠ 0 := by exact_mod_cast hN.ne'
  unfold chainPol
  rw [eq_div_iff hN']
  ring

end

end EqualisationChain
```

With `atTop` as the target, the statement is divergence to $+\infty$. For $N\ge1$, $\alpha_N/N=(N^2-1)/(12\eta)$, which grows without bound because $N^2$ does. An extensive polarisability would have a finite limit per site.

```lean
#print axioms EqualisationChain.chain_polarisability
#print axioms EqualisationChain.chainPol_superadditive
#print axioms EqualisationChain.chainPol_cubic
#print axioms EqualisationChain.chainPol_per_site_diverges
```

```
'EqualisationChain.chain_polarisability' depends on axioms: [propext, Classical.choice, Quot.sound]
'EqualisationChain.chainPol_superadditive' depends on axioms: [propext, Classical.choice, Quot.sound]
'EqualisationChain.chainPol_cubic' depends on axioms: [propext, Classical.choice, Quot.sound]
'EqualisationChain.chainPol_per_site_diverges' depends on axioms: [propext, Classical.choice, Quot.sound]
```

## Charge equilibration as a bordered linear system

Neutrality can also be imposed with a Lagrange multiplier $\mu$, which gives $n+1$ linear equations for the charges and $\mu$. Charge-equilibration schemes used in practice include site-dependent electronegativities and hardnesses and Coulomb couplings between sites. In the present model the sites are identical and uncoupled, and the equations are:
$$\eta q_i-Fx_i=\mu\quad\text{for all } i,\qquad \sum_i q_i=0 .$$
The left side of the first equation is $\partial E/\partial q_i$, the effective electronegativity up to the common constant left out of $E$, and it is made equal on all sites. Summing over $i$ gives $\mu=-F\bar x$ and returns $q^*$. The finite-field estimate $[p(q(F))-p(q(-F))]/(2F)$ with $F\neq0$ equals $S/\eta$ exactly, because the dipole is linear in the field. This multiplier formulation and the origin-dependent response noted earlier are commentary that the theorems above do not state.

For simulations with fluctuating charges and for fragment schemes, the result shows that in this model of identical, non-interacting sites with a single total-charge constraint, the polarisability of a chain cannot be obtained by adding those of its neutral segments.
